# In the uniform weak-coupling BCS model at zero temperature, a nonzero gap below the Zeeman field never minimizes the energy

The model is a uniform s-wave superconductor in weak-coupling BCS theory at zero temperature, with a real gap `D`, zero-field gap `D0` and Zeeman field `h`, where `h` is half the spin splitting. The energy is the grand potential per volume relative to the unpolarized normal state, divided by the normal density of states per spin at the Fermi level. The theorem `energy_polarized_gt` says that for `D0 > 0` and `0 < D < h` this energy lies strictly above the smaller of `-h²`, the energy at zero gap, and `-D0²/2`, which is the energy at gap `D0` when the field does not exceed `D0`. For a larger field `-h²` is the smaller of the two, so the smaller value is always the energy of an available state.

The proof writes `s` for `√(h² - D²)` and bounds a logarithm using `log x ≤ x - 1` at `x = D0/(h + s)`. It then compares the energy with `-h²` if `D0 < (3h + s)/2`, and with `-D0²/2` otherwise.

In Lean, a first try:

```lean
import Mathlib

open Set

namespace ClogstonTransition

noncomputable section

/-- The inverse hyperbolic cosine, written as a logarithm. -/
def invCosh (x : ℝ) : ℝ := Real.log (x + √(x ^ 2 - 1))

/-- The energy gained by spin polarization at gap `D` in a Zeeman field `h`;
it vanishes when the gap is at least the field. -/
def polarizationGain (h D : ℝ) : ℝ :=
  if D < h then h * √(h ^ 2 - D ^ 2) - D ^ 2 * invCosh (h / D) else 0

/-- The reduced energy of a superconductor with gap `D` in a Zeeman field `h`,
where `D0` is the gap at zero field. -/
def energy (D0 h D : ℝ) : ℝ :=
  if D = 0 then -h ^ 2
  else D ^ 2 * Real.log (D / D0) - D ^ 2 / 2 - polarizationGain h D

/-- The polarization gain for a gap below the field, with the logarithms separated. -/
theorem polarizationGain_eq {h D : ℝ} (hD : 0 < D) (hDh : D < h) :
    polarizationGain h D = h * √(h ^ 2 - D ^ 2)
      - D ^ 2 * (Real.log (h + √(h ^ 2 - D ^ 2)) - Real.log D) := by
  have hh : 0 < h := hD.trans hDh
  have e : √((h / D) ^ 2 - 1) = √(h ^ 2 - D ^ 2) / D := by
    have e1 : (h / D) ^ 2 - 1 = (h ^ 2 - D ^ 2) / D ^ 2 := by field_simp
    rw [e1, Real.sqrt_div' _ (sq_nonneg D), Real.sqrt_sq hD.le]
  have hne : h + √(h ^ 2 - D ^ 2) ≠ 0 := by positivity
  rw [polarizationGain, if_pos hDh, invCosh, e, ← add_div, Real.log_div hne hD.ne']

/-- Every state with a nonzero gap below the field has energy strictly above the lower of
`-h²` and `-D0²/2`. -/
theorem energy_polarized_gt {D0 h D : ℝ} (h0 : 0 < D0) (hD : 0 < D) (hDh : D < h) :
    min (-h ^ 2) (-D0 ^ 2 / 2) < energy D0 h D := by
  have hh : 0 < h := hD.trans hDh
  rw [energy, if_neg hD.ne', polarizationGain_eq hD hDh, Real.log_div hD.ne' h0.ne']
  have hs2 : √(h ^ 2 - D ^ 2) ^ 2 = h ^ 2 - D ^ 2 := Real.sq_sqrt (by nlinarith)
  have hs0 : 0 ≤ √(h ^ 2 - D ^ 2) := Real.sqrt_nonneg _
  generalize √(h ^ 2 - D ^ 2) = s at hs2 hs0 ⊢
  have hsh : s < h := by nlinarith [sq_pos_of_pos hD]
  have hu : 0 < h + s := by linarith
  -- the logarithm is bounded below by its elementary estimate
  have hl := Real.log_le_sub_one_of_pos (div_pos h0 hu)
  rw [Real.log_div h0.ne' hu.ne'] at hl
  have hm := mul_le_mul_of_nonneg_left hl (sq_nonneg D)
  have e : D ^ 2 * (D0 / (h + s)) = D0 * (h - s) := by
    have e2 : D ^ 2 = (h - s) * (h + s) := by linear_combination -hs2
    rw [e2, mul_assoc, mul_div_cancel₀ D0 hu.ne']
    ring
  rw [mul_sub (D ^ 2) (D0 / (h + s)) 1, e] at hm
  -- compare with the normal state or with the unpolarized superconductor
  rcases lt_or_ge D0 ((3 * h + s) / 2) with hc | hc
  · apply lt_of_le_of_lt (min_le_left _ _)
    have hp := mul_pos (sub_pos.mpr hsh) (sub_pos.mpr hc)
    nlinarith
  · apply lt_of_le_of_lt (min_le_right _ _)
    have hk : 3 / 2 * s < D0 - (h - s) := by linarith
    have hk2 : (3 / 2 * s) ^ 2 < (D0 - (h - s)) ^ 2 :=
      pow_lt_pow_left₀ hk (by positivity) two_ne_zero
    nlinarith [sq_nonneg s]

end

end ClogstonTransition
```

Compiling this gives:

```
Main.lean:50:46: error: ring failed, ring expressions not equal
D0 h D : ℝ
h0 : 0 < D0
hD : 0 < D
hDh : D < h
hh : 0 < h
s : ℝ
hs2 : s ^ 2 = h ^ 2 - D ^ 2
hs0 : 0 ≤ s
hsh : s < h
hu : 0 < h + s
hl : Real.log D0 - Real.log (h + s) ≤ D0 / (h + s) - 1
hm : D ^ 2 * (Real.log D0 - Real.log (h + s)) ≤ D ^ 2 * (D0 / (h + s) - 1)
⊢ D ^ 2 * 2 + s ^ 2 * 2 - h ^ 2 * 2 = 0
```

Lean accepts the file once it reads:

```diff
@@ -48,5 +48,5 @@
   have hm := mul_le_mul_of_nonneg_left hl (sq_nonneg D)
   have e : D ^ 2 * (D0 / (h + s)) = D0 * (h - s) := by
-    have e2 : D ^ 2 = (h - s) * (h + s) := by linear_combination -hs2
+    have e2 : D ^ 2 = (h - s) * (h + s) := by linear_combination hs2
     rw [e2, mul_assoc, mul_div_cancel₀ D0 hu.ne']
     ring
```

Diagnosis. The error is a wrong sign in the proof of the auxiliary identity `e2`, which states `D ^ 2 = (h - s) * (h + s)`. This identity is true and follows from `hs2 : s ^ 2 = h ^ 2 - D ^ 2` by moving terms across the equality.

`linear_combination` subtracts the right side of the goal from its left side, does the same for the supplied combination of hypotheses, and asks `ring` to check that the two differences agree. For the goal the difference is `D ^ 2 - h ^ 2 + s ^ 2`, and for `hs2` it is `s ^ 2 - h ^ 2 + D ^ 2`, the same expression. The coefficient must therefore be `1`. With `-hs2` the two differences add instead of cancelling, which leaves the equation in the message, `D ^ 2 * 2 + s ^ 2 * 2 - h ^ 2 * 2 = 0`. `ring` does not use hypotheses, so it cannot close this even though `hs2` implies it.

The diff replaces `-hs2` with `hs2`, and the difference is then identically zero.
